# A cubic crystal field splits spin 5/2 into a quartet and a doublet

Kramers' theorem alone does not settle the level scheme of a spin 5/2 in a cubic crystal field. It guarantees even degeneracies, which would equally allow three separate doublets, and a fit that assumed three doublets would carry a splitting that the fourth-order cubic term does not produce. For the operator
$$X=J_x^4+J_y^4+J_z^4,\qquad \hbar=1,$$
there are only two levels: $803/16$, with degeneracy 4, and $515/16$, with degeneracy 2.

The model is one isolated spin-5/2 multiplet, such as the $J=5/2$ multiplet of Ce³⁺ with mixing into $J=7/2$ neglected. The axes $x,y,z$ are the fourfold axes of the cube. Both levels include the mean value $\operatorname{tr}X/6=707/16$, a common shift that does not affect the splitting; measured from it, they lie at $+6$ and $-12$. The strength of the field is set to one; a real coefficient $B$ multiplying $X$ would give a gap of $18|B|$, and its sign would decide which level is lower.

```lean
import Mathlib

open Matrix ComplexConjugate

namespace SpinFiveHalvesCubicField

noncomputable section
```

## The spin matrices

The ladder-operator elements $\sqrt{j(j+1)-m(m\pm1)}$ for $j=5/2$ are $\sqrt5$, $2\sqrt2$ and $3$. The two roots are introduced as complex numbers, `r5` and `r2`.

```lean
/-- The square root of five, as a complex number. -/
def r5 : ℂ := ((√5 : ℝ) : ℂ)

/-- The square root of two, as a complex number. -/
def r2 : ℂ := ((√2 : ℝ) : ℂ)
```

A state is a vector of amplitudes $v_0,\dots,v_5$, belonging to $m=5/2,3/2,1/2,-1/2,-3/2,-5/2$ in that order. Write $A$ for the real symmetric matrix `hopX` and $B_y$ for the real antisymmetric matrix `hopY`.

```lean
/-- Twice the matrix of `Jx`, in the basis `m = 5/2, 3/2, 1/2, -1/2, -3/2, -5/2`. -/
def hopX : Matrix (Fin 6) (Fin 6) ℂ :=
  !![0, r5, 0, 0, 0, 0; r5, 0, 2 * r2, 0, 0, 0; 0, 2 * r2, 0, 3, 0, 0;
     0, 0, 3, 0, 2 * r2, 0; 0, 0, 0, 2 * r2, 0, r5; 0, 0, 0, 0, r5, 0]

/-- The real antisymmetric matrix which, multiplied by `i/2`, gives `Jy`. -/
def hopY : Matrix (Fin 6) (Fin 6) ℂ :=
  !![0, -r5, 0, 0, 0, 0; r5, 0, -(2 * r2), 0, 0, 0; 0, 2 * r2, 0, -3, 0, 0;
     0, 0, 3, 0, -(2 * r2), 0; 0, 0, 0, 2 * r2, 0, -r5; 0, 0, 0, 0, r5, 0]
```

The spin components are $J_x=\tfrac12A$, $J_y=\tfrac i2B_y$, and $J_z$ diagonal with entries $m$.

```lean
/-- The spin-5/2 matrix `Jx`. -/
def Jx : Matrix (Fin 6) (Fin 6) ℂ := (1 / 2 : ℂ) • hopX

/-- The spin-5/2 matrix `Jy`. -/
def Jy : Matrix (Fin 6) (Fin 6) ℂ := (Complex.I / 2) • hopY

/-- The spin-5/2 matrix `Jz`, diagonal with entries `m`. -/
def Jz : Matrix (Fin 6) (Fin 6) ℂ :=
  Matrix.diagonal ![5 / 2, 3 / 2, 1 / 2, -1 / 2, -3 / 2, -5 / 2]
```

The crystal-field operator is the sum of their fourth powers.

```lean
/-- The cubic crystal-field operator `Jx⁴ + Jy⁴ + Jz⁴`. -/
def cubic : Matrix (Fin 6) (Fin 6) ℂ := Jx ^ 4 + Jy ^ 4 + Jz ^ 4
```

Time reversal $\Theta$ reverses $m$, conjugates the amplitudes and alternates the signs:
$$\Theta v=(\bar v_5,-\bar v_4,\bar v_3,-\bar v_2,\bar v_1,-\bar v_0).$$

```lean
/-- Time reversal for spin 5/2: reverse `m`, conjugate the amplitudes, alternate the signs. -/
def timeReversal (v : Fin 6 → ℂ) : Fin 6 → ℂ :=
  ![conj (v 5), -conj (v 4), conj (v 3), -conj (v 2), conj (v 1), -conj (v 0)]
```

The only facts needed about the roots are $(\sqrt5)^2=5$, $(\sqrt2)^2=2$ and their reality.

```lean
/-- The two square roots have the expected squares and are real. -/
theorem roots : r5 ^ 2 = 5 ∧ r2 ^ 2 = 2 ∧ conj r5 = r5 ∧ conj r2 = r2 := by
  refine ⟨?_, ?_, Complex.conj_ofReal _, Complex.conj_ofReal _⟩
  · rw [r5, ← Complex.ofReal_pow, Real.sq_sqrt (by norm_num)]; norm_num
  · rw [r2, ← Complex.ofReal_pow, Real.sq_sqrt (by norm_num)]; norm_num
```

To confirm that these matrices describe a spin, first multiply out $[A,B_y]=4J_z$. The proof compares all 36 entries.

```lean
/-- The commutator of the two real hopping matrices is four times `Jz`. -/
theorem hop_commutator : hopX * hopY - hopY * hopX = (4 : ℂ) • Jz := by
  obtain ⟨h5, h2, -, -⟩ := roots
  ext i j
  fin_cases i <;> fin_cases j <;>
    simp [hopX, hopY, Jz] <;>
    first | ring1 | grind
```

Similarly $[B_y,J_z]=A$ and $[J_z,A]=-B_y$. Restoring the factors $\tfrac12$ and $\tfrac i2$ gives
$$[J_x,J_y]=iJ_z,\quad [J_y,J_z]=iJ_x,\quad [J_z,J_x]=iJ_y.$$

```lean
set_option maxHeartbeats 400000 in
/-- The three matrices obey the angular momentum commutation relations (with `ħ = 1`). -/
theorem spin_commutators :
    Jx * Jy - Jy * Jx = Complex.I • Jz ∧ Jy * Jz - Jz * Jy = Complex.I • Jx ∧
      Jz * Jx - Jx * Jz = Complex.I • Jy := by
  have h3 : hopY * Jz - Jz * hopY = hopX := by
    ext i j
    rw [Matrix.sub_apply, Jz, Matrix.mul_diagonal, Matrix.diagonal_mul]
    fin_cases i <;> fin_cases j <;> simp [hopX, hopY] <;> ring1
  have h4 : Jz * hopX - hopX * Jz = -hopY := by
    ext i j
    rw [Matrix.sub_apply, Jz, Matrix.mul_diagonal, Matrix.diagonal_mul]
    fin_cases i <;> fin_cases j <;> simp [hopX, hopY] <;> ring1
  have h1 := hop_commutator
  have hI : Complex.I • ((Complex.I / 2) • hopY) = (-(1 / 2) : ℂ) • hopY := by
    rw [smul_smul]
    congr 1
    linear_combination (1 / 2) * Complex.I_mul_I
  refine ⟨?_, ?_, ?_⟩
  · simp only [Jx, Jy, Matrix.smul_mul, Matrix.mul_smul]
    linear_combination (norm := module) (Complex.I / 4) • h1
  · simp only [Jx, Jy, Matrix.smul_mul, Matrix.mul_smul]
    linear_combination (norm := module) (Complex.I / 2) • h3
  · rw [Jy, hI]
    simp only [Jx, Matrix.smul_mul, Matrix.mul_smul]
    linear_combination (norm := module) (1 / 2 : ℂ) • h4
```

## The fourth powers

Squaring separates a diagonal part $D$ from a part $F$ that changes $m$ by two:
$$A^2=D+F,\qquad B_y^2=F-D,\qquad D=\mathrm{diag}(5,13,17,17,13,5).$$
Since $(i/2)^4=(1/2)^4=1/16$, the cross terms cancel in the sum:
$$J_x^4+J_y^4=\tfrac1{16}\left[(D+F)^2+(F-D)^2\right]=\tfrac18(D^2+F^2).$$
The diagonal of $F^2$ is $(40,72,112,112,72,40)$, and its only off-diagonal elements are $24\sqrt5$, between $m=5/2$ and $-3/2$ and between $m=3/2$ and $-5/2$. Adding $J_z^4$ gives, for example,
$$X_{00}=\frac{25+40}{8}+\frac{625}{16}=\frac{755}{16},\qquad X_{04}=3\sqrt5.$$
In the same way $X_{11}=563/16$ and $X_{22}=803/16$, and the diagonal is symmetric under $m\to-m$. In the proof, `hX`, `hY` and `hF` check the squares, and `hsum` carries out the cancellation.

```lean
/-- The cubic operator written out: off the diagonal it only couples states whose `m`
differ by four. -/
theorem cubic_eq : cubic =
    !![755 / 16, 0, 0, 0, 3 * r5, 0; 0, 563 / 16, 0, 0, 0, 3 * r5;
       0, 0, 803 / 16, 0, 0, 0; 0, 0, 0, 803 / 16, 0, 0;
       3 * r5, 0, 0, 0, 563 / 16, 0; 0, 3 * r5, 0, 0, 0, 755 / 16] := by
  obtain ⟨h5, h2, -, -⟩ := roots
  -- the squares split into a diagonal part D and a part F changing m by two
  let D : Matrix (Fin 6) (Fin 6) ℂ := Matrix.diagonal ![5, 13, 17, 17, 13, 5]
  let F : Matrix (Fin 6) (Fin 6) ℂ :=
    !![0, 0, 2 * r5 * r2, 0, 0, 0; 0, 0, 0, 6 * r2, 0, 0; 2 * r5 * r2, 0, 0, 0, 6 * r2, 0;
       0, 6 * r2, 0, 0, 0, 2 * r5 * r2; 0, 0, 6 * r2, 0, 0, 0; 0, 0, 0, 2 * r5 * r2, 0, 0]
  have hX : hopX * hopX = D + F := by
    ext i j
    fin_cases i <;> fin_cases j <;>
      simp [hopX, D, F, Matrix.mul_apply, Fin.sum_univ_six] <;>
      first | ring1 | grind
  have hY : hopY * hopY = F - D := by
    ext i j
    fin_cases i <;> fin_cases j <;>
      simp [hopY, D, F, Matrix.mul_apply, Fin.sum_univ_six] <;>
      first | ring1 | grind
  have hF : F * F = !![40, 0, 0, 0, 24 * r5, 0; 0, 72, 0, 0, 0, 24 * r5;
      0, 0, 112, 0, 0, 0; 0, 0, 0, 112, 0, 0;
      24 * r5, 0, 0, 0, 72, 0; 0, 24 * r5, 0, 0, 0, 40] := by
    ext i j
    fin_cases i <;> fin_cases j <;>
      simp [F, Matrix.mul_apply, Fin.sum_univ_six] <;> first | ring1 | grind
  have p4 (M : Matrix (Fin 6) (Fin 6) ℂ) : M ^ 4 = (M * M) * (M * M) := by noncomm_ring
  have hI : (Complex.I / 2) ^ 4 = 1 / 16 := by
    rw [div_pow, Complex.I_pow_four]; norm_num
  have hh : (1 / 2 : ℂ) ^ 4 = 1 / 16 := by norm_num
  -- the cross terms D F + F D cancel between Jx⁴ and Jy⁴
  have hsum : Jx ^ 4 + Jy ^ 4 = (1 / 8 : ℂ) • (D * D + F * F) := by
    rw [Jx, Jy, smul_pow, smul_pow, hI, hh, p4 hopX, p4 hopY, hX, hY]
    simp only [add_mul, mul_add, sub_mul, mul_sub]
    module
  rw [cubic, hsum, hF, Jz, Matrix.diagonal_pow, Matrix.diagonal_mul_diagonal]
  ext i j
  fin_cases i <;> fin_cases j <;> simp <;> ring1
```

Applied to a state, $X$ therefore acts on the pairs $(v_0,v_4)$ and $(v_5,v_1)$ by the same $2\times2$ block, and multiplies $v_2$ and $v_3$ by $803/16$.

```lean
/-- The action of the cubic operator on the six amplitudes of a state. -/
theorem cubic_mulVec (v : Fin 6 → ℂ) : cubic *ᵥ v =
    ![755 / 16 * v 0 + 3 * r5 * v 4, 563 / 16 * v 1 + 3 * r5 * v 5, 803 / 16 * v 2,
      803 / 16 * v 3, 3 * r5 * v 0 + 563 / 16 * v 4, 3 * r5 * v 1 + 755 / 16 * v 5] := by
  rw [cubic_eq]
  ext i
  fin_cases i <;> simp [Matrix.mulVec, dotProduct, Fin.sum_univ_six]
```

## The states at each level

The block is
$$\begin{pmatrix}755/16&3\sqrt5\\3\sqrt5&563/16\end{pmatrix},$$
with eigenvalues $659/16\pm9$, that is, $803/16$ and $515/16$.

At $803/16$ the first row reads $-3v_0+3\sqrt5\,v_4=0$, so $v_0=\sqrt5\,v_4$; likewise $v_5=\sqrt5\,v_1$. The amplitudes $v_2,v_3$ are free. Normalised states from the two blocks are $(\sqrt5\,|5/2\rangle+|-3/2\rangle)/\sqrt6$ and its mirror image under $m\to-m$. The Lean statement is an equivalence: the linear relations are also sufficient.

```lean
/-- A state satisfies the eigenvalue equation at `803/16` exactly when its `m = 5/2` and
`m = -5/2` amplitudes are `√5` times those at `m = -3/2` and `m = 3/2`. -/
theorem quartet_iff (v : Fin 6 → ℂ) :
    cubic *ᵥ v = (803 / 16 : ℂ) • v ↔ v 0 = r5 * v 4 ∧ v 5 = r5 * v 1 := by
  have hs := roots.1
  rw [cubic_mulVec]
  constructor
  · intro h
    have h0 : 755 / 16 * v 0 + 3 * r5 * v 4 = 803 / 16 * v 0 := congrFun h 0
    have h5 : 3 * r5 * v 1 + 755 / 16 * v 5 = 803 / 16 * v 5 := congrFun h 5
    exact ⟨by linear_combination (-1 / 3) * h0, by linear_combination (-1 / 3) * h5⟩
  · rintro ⟨h0, h5⟩
    ext i
    fin_cases i <;> simp <;> grind
```

At $515/16$ the second row reads $3\sqrt5\,v_0+3v_4=0$, so $v_4=-\sqrt5\,v_0$; likewise $v_1=-\sqrt5\,v_5$. Now $v_2$ and $v_3$ must vanish, because $803/16\neq515/16$. A normalised state is $(|5/2\rangle-\sqrt5\,|-3/2\rangle)/\sqrt6$.

```lean
/-- A state satisfies the eigenvalue equation at `515/16` exactly when it has no `m = ±1/2`
amplitude and its `m = ∓3/2` amplitudes are `-√5` times those at `m = ±5/2`. -/
theorem doublet_iff (v : Fin 6 → ℂ) : cubic *ᵥ v = (515 / 16 : ℂ) • v ↔
    v 4 = -r5 * v 0 ∧ v 1 = -r5 * v 5 ∧ v 2 = 0 ∧ v 3 = 0 := by
  have hs := roots.1
  rw [cubic_mulVec]
  constructor
  · intro h
    have h1 : 563 / 16 * v 1 + 3 * r5 * v 5 = 515 / 16 * v 1 := congrFun h 1
    have h2 : 803 / 16 * v 2 = 515 / 16 * v 2 := congrFun h 2
    have h3 : 803 / 16 * v 3 = 515 / 16 * v 3 := congrFun h 3
    have h4 : 3 * r5 * v 0 + 563 / 16 * v 4 = 515 / 16 * v 4 := congrFun h 4
    exact ⟨by linear_combination (1 / 3) * h4, by linear_combination (1 / 3) * h1,
      by linear_combination (1 / 18) * h2, by linear_combination (1 / 18) * h3⟩
  · rintro ⟨h4, h1, h2, h3⟩
    ext i
    fin_cases i <;> simp <;> grind
```

## Degeneracies, quadratic equation and trace

The quartet is labelled by the free amplitudes $(v_4,v_1,v_2,v_3)$ and the doublet by $(v_0,v_5)$. These labels are linear equivalences with $\mathbb C^4$ and $\mathbb C^2$, so the dimensions are 4 and 2. These add up to 6, so the eigenvectors at the two values span the whole space. On each eigenspace one of the two commuting factors below gives zero, hence
$$\left(X-\tfrac{803}{16}\right)\left(X-\tfrac{515}{16}\right)=0,$$
and the diagonal sums to
$$\operatorname{tr}X=\frac{2(755+563+803)}{16}=\frac{2121}{8}.$$

In the theorem, `Matrix.toLin' cubic` is $X$ as a linear map, and `Module.finrank ℂ` of an eigenspace is the degeneracy. The two equivalences `e` supply the dimensions independently of the trace; the quadratic equation is checked entry by entry from the explicit matrix.

```lean
/-- The cubic field splits the six spin-5/2 levels into a quartet at `803/16` and a doublet at
`515/16`; the operator obeys the corresponding quadratic equation and has trace `2121/8`. -/
theorem cubic_field_splitting :
    (cubic - (803 / 16 : ℂ) • 1) * (cubic - (515 / 16 : ℂ) • 1) = 0 ∧
    cubic.trace = 2121 / 8 ∧
    Module.finrank ℂ (Module.End.eigenspace (Matrix.toLin' cubic) (803 / 16)) = 4 ∧
    Module.finrank ℂ (Module.End.eigenspace (Matrix.toLin' cubic) (515 / 16)) = 2 := by
  have hs := roots.1
  refine ⟨?_, ?_, ?_, ?_⟩
  · rw [cubic_eq]
    ext i j
    fin_cases i <;> fin_cases j <;>
      simp [Matrix.mul_apply, Fin.sum_univ_six] <;> first | ring1 | grind
  · rw [cubic_eq]
    simp [Matrix.trace, Fin.sum_univ_six] <;> norm_num
  · -- four free amplitudes label the quartet
    have hm (w : Fin 6 → ℂ) : w ∈ Module.End.eigenspace (Matrix.toLin' cubic) (803 / 16) ↔
        w 0 = r5 * w 4 ∧ w 5 = r5 * w 1 := by
      rw [Module.End.mem_eigenspace_iff, Matrix.toLin'_apply, quartet_iff]
    let e : Module.End.eigenspace (Matrix.toLin' cubic) (803 / 16) ≃ₗ[ℂ] (Fin 4 → ℂ) :=
      { toFun := fun w => ![w.1 4, w.1 1, w.1 2, w.1 3]
        map_add' := fun x y => by ext i; fin_cases i <;> rfl
        map_smul' := fun c x => by ext i; fin_cases i <;> rfl
        invFun := fun c => ⟨![r5 * c 0, c 1, c 2, c 3, c 0, r5 * c 1], (hm _).2 ⟨rfl, rfl⟩⟩
        left_inv := fun w => by
          obtain ⟨h0, h5⟩ := (hm w.1).1 w.2
          apply Subtype.ext
          funext i
          fin_cases i
          exacts [h0.symm, rfl, rfl, rfl, rfl, h5.symm]
        right_inv := fun c => by ext i; fin_cases i <;> rfl }
    rw [e.finrank_eq]
    simp
  · -- two free amplitudes label the doublet
    have hm (w : Fin 6 → ℂ) : w ∈ Module.End.eigenspace (Matrix.toLin' cubic) (515 / 16) ↔
        w 4 = -r5 * w 0 ∧ w 1 = -r5 * w 5 ∧ w 2 = 0 ∧ w 3 = 0 := by
      rw [Module.End.mem_eigenspace_iff, Matrix.toLin'_apply, doublet_iff]
    let e : Module.End.eigenspace (Matrix.toLin' cubic) (515 / 16) ≃ₗ[ℂ] (Fin 2 → ℂ) :=
      { toFun := fun w => ![w.1 0, w.1 5]
        map_add' := fun x y => by ext i; fin_cases i <;> rfl
        map_smul' := fun c x => by ext i; fin_cases i <;> rfl
        invFun := fun c => ⟨![c 0, -r5 * c 1, 0, 0, -r5 * c 0, c 1],
          (hm _).2 ⟨rfl, rfl, rfl, rfl⟩⟩
        left_inv := fun w => by
          obtain ⟨h4, h1, h2, h3⟩ := (hm w.1).1 w.2
          apply Subtype.ext
          funext i
          fin_cases i
          exacts [rfl, h1.symm, h2.symm, h3.symm, h4.symm, rfl]
        right_inv := fun c => by ext i; fin_cases i <;> rfl }
    rw [e.finrank_eq]
    simp
```

## Kramers partners

For $\Theta$ to represent time reversal it must reverse angular momentum: $\Theta J_a v=-J_a\Theta v$ for $a=x,y,z$. This follows by comparing the six amplitudes.

```lean
/-- Time reversal reverses each of the three spin components. -/
theorem timeReversal_spin (v : Fin 6 → ℂ) :
    timeReversal (Jx *ᵥ v) = -(Jx *ᵥ timeReversal v) ∧
    timeReversal (Jy *ᵥ v) = -(Jy *ᵥ timeReversal v) ∧
    timeReversal (Jz *ᵥ v) = -(Jz *ᵥ timeReversal v) := by
  obtain ⟨-, -, c5, c2⟩ := roots
  have k2 : conj (2 : ℂ) = 2 := Complex.conj_eq_iff_real.2 ⟨2, by norm_num⟩
  have k3 : conj (3 : ℂ) = 3 := Complex.conj_eq_iff_real.2 ⟨3, by norm_num⟩
  have k5 : conj (5 : ℂ) = 5 := Complex.conj_eq_iff_real.2 ⟨5, by norm_num⟩
  refine ⟨?_, ?_, ?_⟩ <;> ext i <;> fin_cases i <;>
    simp [timeReversal, Jx, Jy, Jz, hopX, hopY, Matrix.mulVec, dotProduct,
      Fin.sum_univ_six, c5, c2, k2, k3, k5] <;>
    grind
```

Fourth powers are even in the spin, so $X\Theta=\Theta X$. If $Xv=Ev$ with $E$ real, then $X\Theta v=\Theta(Ev)=E\,\Theta v$. The overlap cancels in pairs,
$$\langle v,\Theta v\rangle=\bar v_0\bar v_5-\bar v_1\bar v_4+\bar v_2\bar v_3-\bar v_3\bar v_2+\bar v_4\bar v_1-\bar v_5\bar v_0=0,$$
and $\Theta$ only permutes the moduli $|v_i|$, so the norm is unchanged. For $v\neq0$ the partner is thus a second, independent state at the same energy. In Lean, `star v ⬝ᵥ w` is the inner product $\langle v,w\rangle$, and `key` verifies the commutation directly from the action of $X$ on amplitudes.

```lean
/-- The time-reversed partner of an eigenstate of the cubic operator has the same eigenvalue
and the same norm, and is orthogonal to the original state. -/
theorem kramers_partner (v : Fin 6 → ℂ) (E : ℝ) (h : cubic *ᵥ v = (E : ℂ) • v) :
    cubic *ᵥ timeReversal v = (E : ℂ) • timeReversal v ∧
    star v ⬝ᵥ timeReversal v = 0 ∧
    star (timeReversal v) ⬝ᵥ timeReversal v = star v ⬝ᵥ v := by
  obtain ⟨-, -, c5, -⟩ := roots
  have k3 : conj (3 : ℂ) = 3 := Complex.conj_eq_iff_real.2 ⟨3, by norm_num⟩
  have k16 : conj (16 : ℂ) = 16 := Complex.conj_eq_iff_real.2 ⟨16, by norm_num⟩
  have k563 : conj (563 : ℂ) = 563 := Complex.conj_eq_iff_real.2 ⟨563, by norm_num⟩
  have k755 : conj (755 : ℂ) = 755 := Complex.conj_eq_iff_real.2 ⟨755, by norm_num⟩
  have k803 : conj (803 : ℂ) = 803 := Complex.conj_eq_iff_real.2 ⟨803, by norm_num⟩
  -- the cubic operator commutes with time reversal
  have key : cubic *ᵥ timeReversal v = timeReversal (cubic *ᵥ v) := by
    rw [cubic_mulVec, cubic_mulVec]
    ext i
    fin_cases i <;> simp [timeReversal, c5, k3, k16, k563, k755, k803] <;> grind
  refine ⟨?_, ?_, ?_⟩
  · rw [key, h]
    ext i
    fin_cases i <;> simp [timeReversal]
  · simp [timeReversal, dotProduct, Fin.sum_univ_six] <;> ring1
  · simp [timeReversal, dotProduct, Fin.sum_univ_six] <;> ring1

end

end SpinFiveHalvesCubicField
```

The eigenvalue hypothesis `h` matters for the first conclusion. Take $v=|5/2\rangle$ and $E=755/16$, the mean energy of $v$ but not an eigenvalue. Then $\Theta v=-|-5/2\rangle$ is still orthogonal to $v$ and has the same norm, but $X\Theta v$ contains the extra term $-3\sqrt5\,|3/2\rangle$, so $\Theta v$ is not an eigenstate.

```lean
#print axioms SpinFiveHalvesCubicField.spin_commutators
-- 'SpinFiveHalvesCubicField.spin_commutators' depends on axioms: [propext, Classical.choice, Quot.sound]
#print axioms SpinFiveHalvesCubicField.cubic_field_splitting
-- 'SpinFiveHalvesCubicField.cubic_field_splitting' depends on axioms: [propext, Classical.choice, Quot.sound]
#print axioms SpinFiveHalvesCubicField.timeReversal_spin
-- 'SpinFiveHalvesCubicField.timeReversal_spin' depends on axioms: [propext, Classical.choice, Quot.sound]
#print axioms SpinFiveHalvesCubicField.kramers_partner
-- 'SpinFiveHalvesCubicField.kramers_partner' depends on axioms: [propext, Classical.choice, Quot.sound]
```
